# A vanishing cumulant makes a Hermitian $\gamma$ with the $N$-electron trace relations a rank-$N$ projector

Q: Take a stretched molecule with a multireference wavefunction and bring it back to a geometry where one determinant suffices. An F12 term that contracts the two-body density matrix with an intermediate should then become a sum over pairs of occupied orbitals, the form familiar from MP2-F12. Your theorem contains no wavefunction. What stands in for it?

A: Two arrays over a finite orthonormal spin-orbital basis. In a state they would be $\gamma_{pr}=\langle a_r^\dagger a_p\rangle$ and $\Gamma_{pq,rs}=\langle a_r^\dagger a_s^\dagger a_q a_p\rangle$. The theorem keeps only three of their properties: $\gamma$ is Hermitian, $\operatorname{tr}\gamma=N$, and

$$\sum_q\Gamma_{pq,rq}=(N-1)\gamma_{pr}.$$

The last relation is assumed. It says that each of the $N$ electrons has $N-1$ partners, as in any state of fixed particle number.

```lean
import Mathlib

open Matrix
open scoped ComplexOrder

namespace CumulantF12

noncomputable section

variable {n ι : Type*} [Fintype n] [Fintype ι]

/-- Four-index arrays `X p q r s` over a spin-orbital basis, with pairs `pq` and `rs`. -/
abbrev TwoBody (n : Type*) := n → n → n → n → ℂ

/-- The trace over the second particle, `∑ q, Γ(pq,rq)`. -/
def partialTrace (Γ : TwoBody n) : Matrix n n ℂ :=
  Matrix.of fun p r => ∑ q, Γ p q r q
```

Q: And the cumulant?

A: It is what remains of $\Gamma$ after subtracting the independent-particle part, called `wedge γ`:

$$\lambda_{pq,rs}=\Gamma_{pq,rs}-(\gamma_{pr}\gamma_{qs}-\gamma_{ps}\gamma_{qr}).$$

```lean
/-- The antisymmetrised product `γ_pr γ_qs - γ_ps γ_qr`. -/
def wedge (γ : Matrix n n ℂ) : TwoBody n :=
  fun p q r s => γ p r * γ q s - γ p s * γ q r

/-- The two-body cumulant: `Γ` minus the antisymmetrised product of `γ` with itself. -/
def cumulant (γ : Matrix n n ℂ) (Γ : TwoBody n) : TwoBody n :=
  fun p q r s => Γ p q r s - wedge γ p q r s
```

Q: Where does F12 enter?

A: Through an arbitrary array $V$. `contract` is $\sum_{pqrs}\Gamma_{pq,rs}V_{rs,pq}$, over all ordered pairs and without a factor ½. If column $i$ of a matrix $C$ holds orbital $i$, `pairElement` is

$$V_{ij,kl}=\sum_{pqrs}C_{ri}^*C_{sj}^*V_{rs,pq}C_{pk}C_{ql}.$$

The correlation factor and the projectors of F12 theory are not constructed; a term is covered once it has been written as such a $V$.

```lean
/-- The full contraction `∑ Γ(pq,rs) V(rs,pq)`. -/
def contract (Γ V : TwoBody n) : ℂ :=
  ∑ p, ∑ q, ∑ r, ∑ s, Γ p q r s * V r s p q

/-- The element `V(ij,kl)` of `V` between orbital pairs; orbital `i` is column `i` of `C`. -/
def pairElement (C : Matrix n ι ℂ) (V : TwoBody n) (i j k l : ι) : ℂ :=
  ∑ p, ∑ q, ∑ r, ∑ s, star (C r i) * star (C s j) * V r s p q * C p k * C q l
```

Q: Why should a statement about pairs constrain $\gamma$ at all?

A: Set $s=q$ in the cumulant and sum over $q$. The three terms give $(N-1)\gamma_{pr}$, $-N\gamma_{pr}$ and $+\sum_q\gamma_{pq}\gamma_{qr}$, so

$$\sum_q\lambda_{pq,rq}=(\gamma^2-\gamma)_{pr}.$$

If $\lambda=0$, then $\gamma^2=\gamma$. The Lean proof substitutes the two trace relations entry by entry, and `ring` collects the terms.

```lean
/-- If `γ` has trace `N` and `Γ` has partial trace `(N-1)γ`, the cumulant has partial
trace `γ² - γ`. -/
theorem partialTrace_cumulant {γ : Matrix n n ℂ} {Γ : TwoBody n} {N : ℂ}
    (htr : γ.trace = N) (hΓ : partialTrace Γ = (N - 1) • γ) :
    partialTrace (cumulant γ Γ) = γ * γ - γ := by
  ext p r
  have h : ∑ q, Γ p q r q = (N - 1) * γ p r := congrFun (congrFun hΓ p) r
  have ht : ∑ q, γ q q = N := htr
  simp only [partialTrace, cumulant, wedge, Matrix.of_apply, Matrix.sub_apply,
    Matrix.mul_apply, Finset.sum_sub_distrib, ← Finset.mul_sum]
  rw [h, ht]
  ring
```

Q: Does a projector, in turn, satisfy your partial-trace condition?

A: Yes. If $\gamma^2=\gamma$ and $\operatorname{tr}\gamma=N$, the antisymmetrised product has partial trace $N\gamma-\gamma^2=(N-1)\gamma$.

```lean
/-- If `γ` is idempotent with trace `N`, its antisymmetrised product has partial trace
`(N-1)γ`. -/
theorem partialTrace_wedge {γ : Matrix n n ℂ} {N : ℂ}
    (htr : γ.trace = N) (hid : γ * γ = γ) :
    partialTrace (wedge γ) = (N - 1) • γ := by
  ext p r
  have h : ∑ q, γ p q * γ q r = γ p r := congrFun (congrFun hid p) r
  have ht : ∑ q, γ q q = N := htr
  simp only [partialTrace, wedge, Matrix.of_apply, Matrix.smul_apply, smul_eq_mul,
    Finset.sum_sub_distrib, ← Finset.mul_sum]
  rw [h, ht]
  ring
```

Q: Idempotency is still not a set of occupied orbitals.

A: Diagonalise: $\gamma=U\,\mathrm{diag}(e)\,U^\dagger$ with $U$ unitary. Idempotency gives $e_j^2=e_j$, so each occupation is 0 or 1, and the trace says that exactly $N$ of them are 1. Let $C$ consist of those $N$ columns of $U$. Then $C^\dagger C=1$ and $\gamma=CC^\dagger$.

The proof follows this route: `he` is the 0-or-1 statement, `hcard` counts the ones, and `ε` numbers the occupied columns from `Fin N`.

```lean
/-- A Hermitian idempotent `γ` with trace `N` is built from `N` orthonormal orbitals, the
columns of `C`. -/
theorem exists_occupied_orbitals [DecidableEq n] {γ : Matrix n n ℂ} {N : ℕ}
    (hγ : γ.IsHermitian) (htr : γ.trace = N) (hid : γ * γ = γ) :
    ∃ C : Matrix n (Fin N) ℂ, Cᴴ * C = 1 ∧ γ = C * Cᴴ := by
  -- natural orbitals `U` and occupation numbers `e`
  obtain ⟨U, e, hU, hγU⟩ : ∃ (U : Matrix n n ℂ) (e : n → ℂ),
      Uᴴ * U = 1 ∧ γ * U = U * diagonal e := by
    refine ⟨Matrix.of fun p j => (hγ.eigenvectorBasis j).ofLp p,
      fun j => (hγ.eigenvalues j : ℂ), ?_, ?_⟩
    · ext i j
      have h := orthonormal_iff_ite.mp hγ.eigenvectorBasis.orthonormal i j
      simp only [PiLp.inner_apply, RCLike.inner_apply] at h
      rw [Matrix.mul_apply, Matrix.one_apply, ← h]
      exact Finset.sum_congr rfl fun p _ => mul_comm _ _
    · ext p j
      have h := congrFun (hγ.mulVec_eigenvectorBasis j) p
      rw [Matrix.mul_diagonal]
      simpa [Matrix.mulVec, dotProduct, Matrix.mul_apply, mul_comm] using h
  have hU' : U * Uᴴ = 1 := mul_eq_one_comm.mp hU
  have hD : γ = U * diagonal e * Uᴴ := by
    rw [← hγU, Matrix.mul_assoc, hU', Matrix.mul_one]
  -- idempotency makes every occupation number 0 or 1
  have h2 : U * (diagonal e * diagonal e) = U * diagonal e := by
    rw [← Matrix.mul_assoc, ← hγU, Matrix.mul_assoc, ← hγU, ← Matrix.mul_assoc, hid]
  have h3 : diagonal e * diagonal e = diagonal e := by
    have h := congrArg (fun M => Uᴴ * M) h2
    simpa only [← Matrix.mul_assoc, hU, Matrix.one_mul] using h
  have he : ∀ j, e j = 0 ∨ e j = 1 := by
    intro j
    have h := congrFun (congrFun h3 j) j
    simp only [Matrix.diagonal_mul_diagonal, Matrix.diagonal_apply_eq] at h
    have h' : e j * (e j - 1) = 0 := by linear_combination h
    exact (mul_eq_zero.mp h').imp id sub_eq_zero.mp
  -- the trace counts the occupied orbitals
  rw [hD, Matrix.trace_mul_comm, ← Matrix.mul_assoc, hU, Matrix.one_mul,
    Matrix.trace_diagonal] at htr
  have hs : ∑ j, e j = ∑ j, if e j = 1 then (1 : ℂ) else 0 :=
    Finset.sum_congr rfl fun j _ => by rcases he j with h | h <;> simp [h]
  have hcard : Fintype.card {j // e j = 1} = N := by
    have h : (Fintype.card {j // e j = 1} : ℂ) = N := by
      rw [Fintype.card_subtype, ← htr, hs, Finset.sum_boole]
    exact_mod_cast h
  let ε : Fin N ≃ {j // e j = 1} := (Fintype.equivFinOfCardEq hcard).symm
  refine ⟨U.submatrix id (fun k => (ε k).1), ?_, ?_⟩
  · ext k l
    change (Uᴴ * U) (ε k).1 (ε l).1 = _
    rw [hU]
    simp [Matrix.one_apply, Subtype.val_inj]
  · ext p r
    calc γ p r = ∑ j, U p j * e j * star (U r j) := by
          rw [hD, Matrix.mul_apply]
          simp only [Matrix.mul_diagonal, Matrix.conjTranspose_apply]
      _ = ∑ j, if e j = 1 then U p j * star (U r j) else 0 :=
          Finset.sum_congr rfl fun j _ => by rcases he j with h | h <;> simp [h]
      _ = ∑ x : {j // e j = 1}, U p x.1 * star (U r x.1) := by
          rw [← Finset.sum_filter]
          exact Finset.sum_subtype _ (by simp) _
      _ = ∑ k, U p (ε k).1 * star (U r (ε k).1) :=
          (Equiv.sum_comp ε (fun x => U p x.1 * star (U r x.1))).symm
      _ = _ := rfl
```

Q: Now the pair sum.

A: Insert $\gamma_{pr}=\sum_i C_{pi}C_{ri}^*$ into the antisymmetrised product:

$$\sum_{ij}\left(C_{pi}C_{ri}^*C_{qj}C_{sj}^*-C_{pj}C_{sj}^*C_{qi}C_{ri}^*\right).$$

Contracting with $V_{rs,pq}$ turns the first term into $V_{ij,ij}$ and the second into $V_{ij,ji}$. `contract_sum` takes the orbital sums outside the contraction, and `contract_wedge` then matches the summands.

```lean
/-- Contraction with `V` is additive in the two-body matrix. -/
theorem contract_sum (G : ι → TwoBody n) (V : TwoBody n) :
    contract (fun p q r s => ∑ i, G i p q r s) V = ∑ i, contract (G i) V := by
  simp only [contract, Finset.sum_mul]
  symm
  refine Finset.sum_comm.trans (Finset.sum_congr rfl fun p _ => ?_)
  refine Finset.sum_comm.trans (Finset.sum_congr rfl fun q _ => ?_)
  refine Finset.sum_comm.trans (Finset.sum_congr rfl fun r _ => ?_)
  exact Finset.sum_comm

/-- For `γ = C C†`, contracting the antisymmetrised product with `V` gives the direct minus
exchange elements of `V`, summed over all orbital pairs. -/
theorem contract_wedge (C : Matrix n ι ℂ) (V : TwoBody n) :
    contract (wedge (C * Cᴴ)) V =
      ∑ i, ∑ j, (pairElement C V i j i j - pairElement C V i j j i) := by
  have h : wedge (C * Cᴴ) = fun p q r s => ∑ i, ∑ j,
      (C p i * star (C r i) * (C q j * star (C s j))
        - C p j * star (C s j) * (C q i * star (C r i))) := by
    funext p q r s
    simp only [wedge, Matrix.mul_apply, Matrix.conjTranspose_apply, Finset.sum_sub_distrib]
    rw [Finset.sum_mul_sum, Finset.sum_mul_sum]
    congr 1
    exact Finset.sum_comm
  rw [h, contract_sum]
  refine Finset.sum_congr rfl fun i _ => ?_
  rw [contract_sum]
  refine Finset.sum_congr rfl fun j _ => ?_
  simp only [contract, pairElement, ← Finset.sum_sub_distrib]
  refine Finset.sum_congr rfl fun p _ => Finset.sum_congr rfl fun q _ =>
    Finset.sum_congr rfl fun r _ => Finset.sum_congr rfl fun s _ => ?_
  ring
```

Q: So what exactly does the final theorem say?

A: Under the three conditions and $\lambda=0$, $\gamma$ is idempotent with rank $N$, and there are $N$ orthonormal orbitals $C$ with $\gamma=CC^\dagger$ such that, for every $V$,

$$\sum_{pqrs}\Gamma_{pq,rs}V_{rs,pq}=\sum_{ij}(V_{ij,ij}-V_{ij,ji}).$$

The proof joins the earlier results; the rank follows from $\operatorname{rank}CC^\dagger=\operatorname{rank}C^\dagger C=N$.

```lean
/-- Let `γ` be Hermitian with trace `N` and `Γ` have partial trace `(N-1)γ`. If the cumulant
vanishes, `γ` is a projector of rank `N` onto orthonormal orbitals, and contracting `Γ` with
any `V` gives the antisymmetrised sum over pairs of these orbitals. -/
theorem single_determinant_of_cumulant_eq_zero [DecidableEq n]
    {γ : Matrix n n ℂ} {Γ : TwoBody n} {N : ℕ} (hγ : γ.IsHermitian) (htr : γ.trace = N)
    (hΓ : partialTrace Γ = ((N : ℂ) - 1) • γ) (h0 : cumulant γ Γ = 0) :
    γ * γ = γ ∧ γ.rank = N ∧ ∃ C : Matrix n (Fin N) ℂ, Cᴴ * C = 1 ∧ γ = C * Cᴴ ∧
      ∀ V, contract Γ V =
        ∑ i, ∑ j, (pairElement C V i j i j - pairElement C V i j j i) := by
  have hid : γ * γ = γ := by
    have h := partialTrace_cumulant htr hΓ
    have hz : partialTrace (0 : TwoBody n) = 0 := by
      ext p r
      simp [partialTrace]
    rw [h0, hz] at h
    exact sub_eq_zero.mp h.symm
  obtain ⟨C, hC, hγC⟩ := exists_occupied_orbitals hγ htr hid
  have hw : Γ = wedge γ := by
    funext p q r s
    exact sub_eq_zero.mp (congrFun (congrFun (congrFun (congrFun h0 p) q) r) s)
  refine ⟨hid, ?_, C, hC, hγC, fun V => ?_⟩
  · rw [hγC, Matrix.rank_self_mul_conjTranspose, ← Matrix.rank_conjTranspose_mul_self, hC,
      Matrix.rank_one, Fintype.card_fin]
  · rw [hw, hγC, contract_wedge]
```

Q: An F12 intermediate depends on the occupied orbitals. Does that spoil "every $V$"?

A: No. $C$ is chosen first and $V$ afterwards, so $V$ may be built from $C$. For a multireference F12 program in a finite basis, this gives the single-determinant limit of any term that is a contraction of $\Gamma$ with a two-body array. It says nothing about terms with three-body density matrices, or about small but nonzero cumulants.

Q: What happens for one electron?

A: With $N=1$ the only pair is $i=j$, where direct and exchange elements cancel. The contraction is zero for every $V$, as it should be without a second electron.

Q: And a case where $\Gamma$ is not zero?

A: Put two electrons in the first two of three spin orbitals, $\gamma=\mathrm{diag}(1,1,0)$. All the conditions are met, and $\Gamma_{01,01}=1$ with orbitals numbered from zero.

```lean
/-- Two electrons in the first two of three spin orbitals, `γ = diag(1,1,0)` with its
antisymmetrised product as `Γ`, meet all conditions of the main theorem, and `Γ(01,01) = 1`. -/
theorem single_determinant_witness :
    let γ : Matrix (Fin 3) (Fin 3) ℂ := diagonal ![1, 1, 0]
    γ.IsHermitian ∧ γ.trace = (2 : ℕ) ∧
      partialTrace (wedge γ) = (((2 : ℕ) : ℂ) - 1) • γ ∧
      cumulant γ (wedge γ) = 0 ∧ wedge γ 0 1 0 1 = 1 := by
  intro γ
  have htr : γ.trace = (2 : ℕ) := by
    simp only [γ, Matrix.trace_diagonal, Fin.sum_univ_three]
    norm_num
    rfl
  have hid : γ * γ = γ := by
    ext i j
    fin_cases i <;> fin_cases j <;> simp [γ]
  refine ⟨?_, htr, partialTrace_wedge htr hid, ?_, ?_⟩
  · ext i j
    fin_cases i <;> fin_cases j <;> simp [γ]
  · funext p q r s
    exact sub_self _
  · simp [wedge, γ]

end

end CumulantF12
```

```lean
#print axioms CumulantF12.single_determinant_of_cumulant_eq_zero
-- 'CumulantF12.single_determinant_of_cumulant_eq_zero' depends on axioms: [propext, Classical.choice, Quot.sound]
```
